# Global minimizers of the fourth-order Landau–de Gennes bulk energy are uniaxial or zero for b, c > 0

Every real symmetric traceless $3\times3$ matrix $Q$ satisfies $6(\operatorname{tr}Q^3)^2\le(\operatorname{tr}Q^2)^3$, with equality exactly when two eigenvalues coincide, that is, when $Q=s(nn^{T}-\tfrac13 I)$ for a real $s$ and a unit vector $n$. For $b,c>0$ and any real $a$, the energy $a\operatorname{tr}Q^2-b\operatorname{tr}Q^3+c(\operatorname{tr}Q^2)^2$ therefore has only minimizers of this form, with $s\ge0$. For a spatially uniform nematic without external fields, described by this mean-field energy, this reduces a search over five independent components to one over the single number $s$.

## Order tensors and their energy

```lean
import Mathlib

open Matrix

namespace LandauDeGennes

noncomputable section
```

Mathlib supplies the matrices, the spectral theorem and real analysis.

```lean
/-- A nematic order tensor: a real symmetric traceless 3 by 3 matrix. -/
def IsQTensor (Q : Matrix (Fin 3) (Fin 3) ℝ) : Prop := Qᵀ = Q ∧ Q.trace = 0
```

`Matrix (Fin 3) (Fin 3) ℝ` is the type of real $3\times3$ matrices, with indices 0, 1, 2. `IsQTensor Q` says that $Q^T=Q$ and $\operatorname{tr}Q=0$. Biaxial tensors, with three distinct eigenvalues, are allowed. The definition sets no bounds on the eigenvalues, although an average of $uu^T-\frac13I$ over molecular axes $u$ of unit length has all of them between $-\frac13$ and $\frac23$.

```lean
/-- The tensor `s (n nᵀ - 1/3)` with scalar order parameter `s` and director `n`. -/
def uniaxial (s : ℝ) (n : Fin 3 → ℝ) : Matrix (Fin 3) (Fin 3) ℝ :=
  s • (vecMulVec n n - (1 / 3 : ℝ) • (1 : Matrix (Fin 3) (Fin 3) ℝ))
```

This is $s(nn^T-\frac13 I)$: `vecMulVec n n` is $nn^T$, and `1` is the identity matrix. The definition accepts any vector `n`; the theorems add the unit-length condition as `n ⬝ᵥ n = 1`.

```lean
/-- The Landau-de Gennes bulk energy `a tr Q² - b tr Q³ + c (tr Q²)²`. -/
def energy (a b c : ℝ) (Q : Matrix (Fin 3) (Fin 3) ℝ) : ℝ :=
  a * (Q ^ 2).trace - b * (Q ^ 3).trace + c * (Q ^ 2).trace ^ 2
```

The coefficients are plain real numbers. In the usual reading $a$ increases with temperature, $c>0$ keeps the energy bounded below, and $b>0$ favours positive $s$, meaning alignment along $n$. These signs are assumed, not derived from a molecular model. Gradient terms, external fields and fluctuations are absent.

```lean
/-- `Q` is an order tensor of least bulk energy among all order tensors. -/
def IsGlobalMin (a b c : ℝ) (Q : Matrix (Fin 3) (Fin 3) ℝ) : Prop :=
  IsQTensor Q ∧ ∀ P, IsQTensor P → energy a b c Q ≤ energy a b c P
```

A global minimizer is an order tensor whose energy is no higher than that of any other order tensor `P`.

```lean
/-- The components of a uniaxial tensor. -/
theorem uniaxial_apply (s : ℝ) (n : Fin 3 → ℝ) (i j : Fin 3) :
    uniaxial s n i j = s * (n i * n j - 1 / 3 * (1 : Matrix (Fin 3) (Fin 3) ℝ) i j) := by
  simp [uniaxial, vecMulVec_apply]
```

In components, $Q_{ij}=s(n_in_j-\frac13\delta_{ij})$.

## The bound on the cubic invariant

```lean
/-- An order tensor is diagonal in an orthonormal frame `U`, and its invariants are the
power sums of the diagonal entries `d`. -/
theorem principal_axes {Q : Matrix (Fin 3) (Fin 3) ℝ} (hQ : IsQTensor Q) :
    ∃ (U : Matrix (Fin 3) (Fin 3) ℝ) (d : Fin 3 → ℝ), Uᵀ * U = 1 ∧ U * Uᵀ = 1 ∧
      Q = U * diagonal d * Uᵀ ∧ d 0 + d 1 + d 2 = 0 ∧
      (Q ^ 2).trace = d 0 ^ 2 + d 1 ^ 2 + d 2 ^ 2 ∧
      (Q ^ 3).trace = d 0 ^ 3 + d 1 ^ 3 + d 2 ^ 3 := by
  have hH : Q.IsHermitian := by
    rw [Matrix.IsHermitian, conjTranspose_eq_transpose_of_trivial]
    exact hQ.1
  obtain ⟨U, d, hU, hD⟩ : ∃ (U : Matrix (Fin 3) (Fin 3) ℝ) (d : Fin 3 → ℝ),
      U * Uᵀ = 1 ∧ Q = U * diagonal d * Uᵀ := by
    refine ⟨hH.eigenvectorUnitary, hH.eigenvalues, ?_, ?_⟩
    · exact mem_unitaryGroup_iff.mp hH.eigenvectorUnitary.2
    · refine hH.spectral_theorem.trans ?_
      rw [Unitary.conjStarAlgAut_apply]
      rfl
  have hU' : Uᵀ * U = 1 := mul_eq_one_comm.mp hU
  -- the frame drops out of products and traces
  have tr : ∀ M : Matrix (Fin 3) (Fin 3) ℝ, (U * M * Uᵀ).trace = M.trace := by
    intro M
    rw [trace_mul_comm, ← Matrix.mul_assoc, hU', Matrix.one_mul]
  have mm : ∀ M N : Matrix (Fin 3) (Fin 3) ℝ,
      U * M * Uᵀ * (U * N * Uᵀ) = U * (M * N) * Uᵀ := by
    intro M N
    calc U * M * Uᵀ * (U * N * Uᵀ) = U * M * (Uᵀ * U) * N * Uᵀ := by
          simp only [Matrix.mul_assoc]
      _ = U * (M * N) * Uᵀ := by
          rw [hU', Matrix.mul_one]
          simp only [Matrix.mul_assoc]
  refine ⟨U, d, hU', hU, hD, ?_, ?_, ?_⟩
  · have h := hQ.2
    rw [hD, tr, trace_diagonal, Fin.sum_univ_three] at h
    exact h
  · rw [hD, pow_two, mm, tr, diagonal_mul_diagonal, trace_diagonal, Fin.sum_univ_three]
    ring
  · rw [hD, pow_three, mm, mm, tr, diagonal_mul_diagonal, diagonal_mul_diagonal,
      trace_diagonal, Fin.sum_univ_three]
    ring
```

The names before the colon are the data and hypotheses; what follows it is the claim. Here the claim is $Q=UDU^T$ with $U$ orthogonal and $D$ diagonal with entries $d_0,d_1,d_2$. Since $U^TU=I$, the frame cancels in products and traces:
$$\operatorname{tr}Q^k=\operatorname{tr}(UD^kU^T)=\sum_i d_i^k .$$
In the proof, `mm` handles the products and `tr` the traces.

```lean
/-- For three numbers with zero sum, the gap between the cubed quadratic invariant and six
times the squared cubic invariant is twice the squared product of their differences. -/
theorem invariant_gap {x y z : ℝ} (h : x + y + z = 0) :
    (x ^ 2 + y ^ 2 + z ^ 2) ^ 3 - 6 * (x ^ 3 + y ^ 3 + z ^ 3) ^ 2
      = 2 * ((x - y) * (y - z) * (z - x)) ^ 2 := by
  obtain rfl : z = -x - y := by linarith
  ring
```

Put $z=-x-y$, $m=xy$ and $P=x^2+xy+y^2$. Then $x^2+y^2+z^2=2P$ and $x^3+y^3+z^3=-3m(x+y)$, so the left side is $8P^3-54m^2(x+y)^2$. On the right, $(x-y)^2=P-3m$ and $(y-z)(z-x)=-(x+2y)(2x+y)=-(2P+3m)$. Hence the squared product is
$$(P-3m)(2P+3m)^2=4P^3-27m^2(P+m)=4P^3-27m^2(x+y)^2,$$
and twice this is the left side. Lean substitutes for $z$, and `ring` checks the polynomial identity.

```lean
/-- With a unit director, a uniaxial tensor is an order tensor with `tr Q² = 2s²/3` and
`tr Q³ = 2s³/9`. -/
theorem uniaxial_invariants (s : ℝ) {n : Fin 3 → ℝ} (hn : n ⬝ᵥ n = 1) :
    IsQTensor (uniaxial s n) ∧ (uniaxial s n ^ 2).trace = 2 / 3 * s ^ 2 ∧
      (uniaxial s n ^ 3).trace = 2 / 9 * s ^ 3 := by
  simp only [dotProduct, Fin.sum_univ_three] at hn
  refine ⟨⟨?_, ?_⟩, ?_, ?_⟩
  · simp [uniaxial, transpose_vecMulVec]
  · simp only [Matrix.trace, diag_apply, Fin.sum_univ_three, uniaxial_apply, one_apply_eq]
    linear_combination s * hn
  · simp only [pow_two (uniaxial s n), Matrix.trace, diag_apply, Matrix.mul_apply,
      Fin.sum_univ_three, uniaxial_apply, one_apply, Fin.isValue, Fin.reduceEq, ↓reduceIte]
    linear_combination s ^ 2 * (n 0 * n 0 + n 1 * n 1 + n 2 * n 2 + 1 / 3) * hn
  · simp only [pow_three (uniaxial s n), Matrix.trace, diag_apply, Matrix.mul_apply,
      Fin.sum_univ_three, uniaxial_apply, one_apply, Fin.isValue, Fin.reduceEq, ↓reduceIte]
    linear_combination s ^ 3 * ((n 0 * n 0 + n 1 * n 1 + n 2 * n 2) ^ 2 + 1 / 3) * hn
```

The eigenvalues are $\frac{2s}3,-\frac s3,-\frac s3$. They sum to zero, their squares sum to $\frac23s^2$ and their cubes to $\frac29s^3$. Lean works in components instead; `linear_combination` supplies the multiple of $n\cdot n=1$ that closes each identity.

```lean
/-- Every order tensor satisfies `6 (tr Q³)² ≤ (tr Q²)³`, with equality exactly when it is
`s (n nᵀ - 1/3)` for some real `s` and some unit vector `n`. -/
theorem cubic_invariant_bound {Q : Matrix (Fin 3) (Fin 3) ℝ} (hQ : IsQTensor Q) :
    6 * (Q ^ 3).trace ^ 2 ≤ (Q ^ 2).trace ^ 3 ∧
      (6 * (Q ^ 3).trace ^ 2 = (Q ^ 2).trace ^ 3 ↔
        ∃ (s : ℝ) (n : Fin 3 → ℝ), n ⬝ᵥ n = 1 ∧ Q = uniaxial s n) := by
  obtain ⟨U, d, hU', hU, hD, h1, h2, h3⟩ := principal_axes hQ
  have gap := invariant_gap h1
  rw [← h2, ← h3] at gap
  refine ⟨by nlinarith [sq_nonneg ((d 0 - d 1) * (d 1 - d 2) * (d 2 - d 0))], ?_, ?_⟩
  · intro heq
    have c3 : ∀ k : Fin 3, k = 0 ∨ k = 1 ∨ k = 2 := by decide
    -- if the two eigenvalues other than `d k` agree, column `k` of the frame is the director
    have key : ∀ k : Fin 3, (∀ m, d m = 3 / 2 * d k * ((if m = k then 1 else 0) - 1 / 3)) →
        ∃ (s : ℝ) (n : Fin 3 → ℝ), n ⬝ᵥ n = 1 ∧ Q = uniaxial s n := by
      intro k hd
      refine ⟨3 / 2 * d k, fun i => U i k, ?_, ?_⟩
      · have h := congrFun (congrFun hU' k) k
        rw [Matrix.mul_apply, one_apply_eq] at h
        exact h
      · generalize 3 / 2 * d k = s at hd ⊢
        ext i j
        have o := congrFun (congrFun hU i) j
        rw [Matrix.mul_apply, Fin.sum_univ_three] at o
        simp only [transpose_apply] at o
        rw [hD, Matrix.mul_apply, uniaxial_apply]
        simp only [mul_diagonal, transpose_apply, Fin.sum_univ_three, hd]
        obtain rfl | rfl | rfl := c3 k <;>
          simp only [Fin.isValue, Fin.reduceEq, ↓reduceIte] <;>
          linear_combination (-s / 3) * o
    have hz : (d 0 - d 1) * (d 1 - d 2) * (d 2 - d 0) = 0 :=
      (pow_eq_zero_iff two_ne_zero).mp (by linarith)
    rcases mul_eq_zero.mp hz with h | h
    · rcases mul_eq_zero.mp h with h | h
      · refine key 2 fun m => ?_
        obtain rfl | rfl | rfl := c3 m <;>
          simp only [Fin.isValue, Fin.reduceEq, ↓reduceIte] <;> linarith
      · refine key 0 fun m => ?_
        obtain rfl | rfl | rfl := c3 m <;>
          simp only [Fin.isValue, Fin.reduceEq, ↓reduceIte] <;> linarith
    · refine key 1 fun m => ?_
      obtain rfl | rfl | rfl := c3 m <;>
        simp only [Fin.isValue, Fin.reduceEq, ↓reduceIte] <;> linarith
  · rintro ⟨s, n, hn, rfl⟩
    obtain ⟨-, e2, e3⟩ := uniaxial_invariants s hn
    rw [e2, e3]
    ring
```

The gap is twice a square, which gives the inequality. At equality, $(d_0-d_1)(d_1-d_2)(d_2-d_0)=0$, so two eigenvalues agree. Let $d_k$ be the remaining one. Zero trace makes the others $-d_k/2$, so with $s=\frac32d_k$ we have $d_m=s(\delta_{mk}-\frac13)$. Writing $u_m$ for the columns of $U$,
$$Q=\sum_m d_m u_mu_m^T=s\Big(u_ku_k^T-\tfrac13\sum_m u_mu_m^T\Big)=s(nn^T-\tfrac13I),\qquad n=u_k .$$
The local statement `key` is this computation, applied once for each possible pair of equal eigenvalues. The converse inserts the two traces of a uniaxial tensor.

In $Q$-tensor simulations, the same bound appears as the biaxiality parameter $\beta^2=1-6(\operatorname{tr}Q^3)^2/(\operatorname{tr}Q^2)^3$ for $Q\ne0$. It lies between 0 and 1, vanishes exactly for uniaxial tensors, and can be computed without diagonalizing $Q$.

## From tensors to one variable

```lean
/-- For each order tensor there is an `s ≥ 0` with `tr Q² = 2s²/3` and `tr Q³ ≤ 2s³/9`. -/
theorem uniaxial_comparison {Q : Matrix (Fin 3) (Fin 3) ℝ} (hQ : IsQTensor Q) :
    ∃ s : ℝ, 0 ≤ s ∧ (Q ^ 2).trace = 2 / 3 * s ^ 2 ∧ (Q ^ 3).trace ≤ 2 / 9 * s ^ 3 := by
  obtain ⟨U, d, -, -, -, -, h2, -⟩ := principal_axes hQ
  have h0 : 0 ≤ 3 / 2 * (Q ^ 2).trace := by rw [h2]; positivity
  have hs := Real.sqrt_nonneg (3 / 2 * (Q ^ 2).trace)
  have hq := Real.sq_sqrt h0
  generalize Real.sqrt (3 / 2 * (Q ^ 2).trace) = s at hs hq
  have e2 : (Q ^ 2).trace = 2 / 3 * s ^ 2 := by linarith
  refine ⟨s, hs, e2, ?_⟩
  have hb := (cubic_invariant_bound hQ).1
  rw [e2] at hb
  have hr : 0 ≤ 2 / 9 * s ^ 3 := by positivity
  have hsq : (Q ^ 3).trace ^ 2 ≤ (2 / 9 * s ^ 3) ^ 2 := by linarith
  by_contra hlt
  nlinarith [not_le.mp hlt]
```

Take $s=\sqrt{\frac32\operatorname{tr}Q^2}$. The bound becomes $(\operatorname{tr}Q^3)^2\le(\frac29s^3)^2$, and since $s\ge0$, $\operatorname{tr}Q^3\le\frac29s^3$. A uniaxial tensor with this $s$ thus has the same quadratic invariant and at least as large a cubic one.

```lean
/-- For `b, c > 0` the bulk energy has a global minimizer, and every global minimizer is
`s (n nᵀ - 1/3)` with `s ≥ 0` and a unit director `n`. -/
theorem minimizers_uniaxial (a : ℝ) {b c : ℝ} (hb : 0 < b) (hc : 0 < c) :
    (∃ Q, IsGlobalMin a b c Q) ∧ ∀ Q, IsGlobalMin a b c Q →
      ∃ (s : ℝ) (n : Fin 3 → ℝ), 0 ≤ s ∧ n ⬝ᵥ n = 1 ∧ Q = uniaxial s n := by
  have he : (![1, 0, 0] : Fin 3 → ℝ) ⬝ᵥ ![1, 0, 0] = 1 := by
    simp [dotProduct, Fin.sum_univ_three]
  constructor
  · -- beyond `R` the quartic in `s` is nonnegative, so a compact interval suffices
    let f : ℝ → ℝ := fun s => s ^ 2 * (3 * a - b * s + 2 * c * s ^ 2)
    have hp : 0 ≤ (b + 3 * |a|) / (2 * c) := by positivity
    have hR : 0 ≤ (b + 3 * |a|) / (2 * c) + 1 := by linarith
    have hf : Continuous f := by fun_prop
    obtain ⟨t, -, ht⟩ := isCompact_Icc.exists_isMinOn
      (Set.nonempty_Icc.mpr hR) hf.continuousOn
    have hmin : ∀ s, 0 ≤ s → f t ≤ f s := by
      intro s hs
      by_cases hsR : s ≤ (b + 3 * |a|) / (2 * c) + 1
      · exact isMinOn_iff.mp ht s ⟨hs, hsR⟩
      · have h0 : f t ≤ f 0 := isMinOn_iff.mp ht 0 ⟨le_rfl, hR⟩
        have hz : f 0 = 0 := by simp [f]
        have h1 : (b + 3 * |a|) / (2 * c) < s - 1 := by linarith [not_le.mp hsR]
        have h2 := (div_lt_iff₀ (by positivity : 0 < 2 * c)).mp h1
        have h3 : 0 ≤ 2 * c * s - b := by nlinarith [abs_nonneg a]
        have h4 : 0 ≤ 3 * a - b * s + 2 * c * s ^ 2 := by
          nlinarith [mul_nonneg (hp.trans h1.le) h3, neg_abs_le a]
        have h5 : 0 ≤ f s := mul_nonneg (sq_nonneg s) h4
        linarith
    obtain ⟨u1, u2, u3⟩ := uniaxial_invariants t he
    refine ⟨uniaxial t ![1, 0, 0], u1, fun P hP => ?_⟩
    obtain ⟨s, hs, e2, e3⟩ := uniaxial_comparison hP
    have h := hmin s hs
    simp only [f] at h
    rw [energy, energy, u2, u3, e2]
    linarith [mul_le_mul_of_nonneg_left e3 hb.le]
  · rintro Q ⟨hQ, hmin⟩
    obtain ⟨s, hs, e2, e3⟩ := uniaxial_comparison hQ
    obtain ⟨u1, u2, u3⟩ := uniaxial_invariants s he
    have h := hmin _ u1
    rw [energy, energy, u2, u3, e2] at h
    -- minimality forces the largest cubic invariant at the given `tr Q²`
    have h3 : (Q ^ 3).trace = 2 / 9 * s ^ 3 :=
      le_antisymm e3 (le_of_mul_le_mul_left (by linarith) hb)
    obtain ⟨r, n, hn, hr⟩ := (cubic_invariant_bound hQ).2.mp (by rw [e2, h3]; ring)
    refine ⟨r, n, ?_, hn, hr⟩
    rw [hr, (uniaxial_invariants r hn).2.2] at h3
    by_contra hneg
    have h5 := pow_pos (neg_pos.mpr (not_le.mp hneg)) 3
    linarith [pow_nonneg hs 3]
```

On uniaxial tensors the energy is $\frac29f(s)$, where
$$f(s)=s^2(3a-bs+2cs^2).$$

For existence, let $R=(b+3|a|)/(2c)+1$. The continuous function $f$ has a minimum on $[0,R]$, at some $t$. If $s>R$, then $s>1$ and $2cs-b>3|a|$, so $s(2cs-b)\ge-3a$ and $f(s)\ge0=f(0)\ge f(t)$. Thus $t$ minimizes $f$ over all $s\ge0$. Any order tensor $P$, with its comparison value $s$, has energy at least $\frac29f(s)\ge\frac29f(t)$, which is attained by a uniaxial tensor.

Now let $Q$ be any minimizer, with comparison value $s$. Its energy cannot exceed that of the uniaxial tensor with the same $s$. Their quadratic invariants agree and $b>0$, so $\operatorname{tr}Q^3\ge\frac29s^3$. Equality follows, the bound is saturated, and $Q=r(nn^T-\frac13I)$ for some $r$. Finally $r^3=s^3\ge0$ gives $r\ge0$.

## The transition and the coexisting states

```lean
/-- For `b, c > 0` the isotropic state `Q = 0` is a global minimizer exactly when
`b² ≤ 24 a c`. -/
theorem isotropic_iff (a : ℝ) {b c : ℝ} (hb : 0 < b) (hc : 0 < c) :
    IsGlobalMin a b c 0 ↔ b ^ 2 ≤ 24 * a * c := by
  have hz : energy a b c 0 = 0 := by simp [energy]
  constructor
  · rintro ⟨-, hmin⟩
    have he : (![1, 0, 0] : Fin 3 → ℝ) ⬝ᵥ ![1, 0, 0] = 1 := by
      simp [dotProduct, Fin.sum_univ_three]
    -- test with the uniaxial state at `s = b / (4c)`
    obtain ⟨t, ht, hbt⟩ : ∃ t : ℝ, 0 < t ∧ 4 * c * t = b :=
      ⟨b / (4 * c), by positivity, by field_simp⟩
    obtain ⟨u1, u2, u3⟩ := uniaxial_invariants t he
    have h := hmin _ u1
    rw [hz, energy, u2, u3] at h
    have h1 : 0 ≤ t ^ 2 * (3 * a - b * t + 2 * c * t ^ 2) := by linarith
    have h2 := nonneg_of_mul_nonneg_right h1 (pow_pos ht 2)
    have h3 : 8 * c * (3 * a - b * t + 2 * c * t ^ 2) = 24 * a * c - b ^ 2 := by
      linear_combination (4 * c * t - b) * hbt
    have h4 : 0 ≤ 8 * c * (3 * a - b * t + 2 * c * t ^ 2) := mul_nonneg (by positivity) h2
    linarith
  · intro h
    refine ⟨by simp [IsQTensor], fun P hP => ?_⟩
    obtain ⟨s, hs, e2, e3⟩ := uniaxial_comparison hP
    have h1 : 0 ≤ 8 * c * (3 * a - b * s + 2 * c * s ^ 2) := by
      linarith [sq_nonneg (4 * c * s - b)]
    have h2 := nonneg_of_mul_nonneg_right h1 (by positivity)
    rw [hz, energy, e2]
    linarith [mul_nonneg (sq_nonneg s) h2, mul_le_mul_of_nonneg_left e3 hb.le]
```

Completing the square gives
$$8c(3a-bs+2cs^2)=(4cs-b)^2+24ac-b^2 .$$
If $b^2\le24ac$, the right side is nonnegative, so no order tensor has energy below that of $Q=0$, which is zero. Conversely, if $Q=0$ is a minimizer, testing it against $s=b/(4c)$ removes the square and leaves $24ac-b^2\ge0$.

```lean
/-- At `b² = 24 a c` with `b, c > 0`, the global minimizers are exactly `Q = 0` and the
uniaxial tensors with `s = b / (4c)` and a unit director. -/
theorem coexistence {a b c : ℝ} (hb : 0 < b) (hc : 0 < c) (h : b ^ 2 = 24 * a * c)
    (Q : Matrix (Fin 3) (Fin 3) ℝ) :
    IsGlobalMin a b c Q ↔
      Q = 0 ∨ ∃ n : Fin 3 → ℝ, n ⬝ᵥ n = 1 ∧ Q = uniaxial (b / (4 * c)) n := by
  have hz : energy a b c 0 = 0 := by simp [energy]
  have h0 := (isotropic_iff a hb hc).mpr h.le
  constructor
  · intro hQ
    obtain ⟨s, n, -, hn, rfl⟩ := (minimizers_uniaxial a hb hc).2 Q hQ
    obtain ⟨-, u2, u3⟩ := uniaxial_invariants s hn
    have hE := hQ.2 0 h0.1
    rw [hz, energy, u2, u3] at hE
    have h1 : (s * (4 * c * s - b)) ^ 2 ≤ 0 := by
      have h2 := mul_nonneg hc.le (neg_nonneg.mpr hE)
      linear_combination 36 * h2 + s ^ 2 * h
    have h3 := (pow_eq_zero_iff two_ne_zero).mp (le_antisymm h1 (sq_nonneg _))
    rcases mul_eq_zero.mp h3 with h4 | h4
    · left
      simp [uniaxial, h4]
    · right
      have h5 : s = b / (4 * c) := by
        rw [eq_div_iff (by positivity)]
        linarith
      exact ⟨n, hn, by rw [h5]⟩
  · rintro (rfl | ⟨n, hn, rfl⟩)
    · exact h0
    · have hbt : 4 * c * (b / (4 * c)) = b := by field_simp
      generalize b / (4 * c) = t at hbt ⊢
      obtain ⟨u1, u2, u3⟩ := uniaxial_invariants t hn
      have h1 : 8 * c * (3 * a - b * t + 2 * c * t ^ 2) = 0 := by
        linear_combination (4 * c * t - b) * hbt - h
      have h2 := (mul_eq_zero.mp h1).resolve_left (by positivity)
      have hE : energy a b c (uniaxial t n) = 0 := by
        rw [energy, u2, u3]
        linear_combination 2 / 9 * t ^ 2 * h2
      refine ⟨u1, fun P hP => ?_⟩
      rw [hE, ← hz]
      exact h0.2 P hP

end

end LandauDeGennes
```

At $b^2=24ac$ the uniaxial energy is $s^2(4cs-b)^2/(36c)$. It vanishes only at $s=0$ and $s=b/(4c)$, for every unit director. The isotropic state therefore coexists with ordered states at a finite distance from it: the jump in $s$ of a first-order transition.

As $b\to0^+$ at fixed $c$, this jump shrinks to zero. At $b=0$ itself, which the theorems exclude, the energy depends only on $\operatorname{tr}Q^2$; for $a<0$ every $Q$ with $\operatorname{tr}Q^2=-a/(2c)$ is then a minimizer, biaxial ones included.

```lean
#print axioms LandauDeGennes.minimizers_uniaxial
-- 'LandauDeGennes.minimizers_uniaxial' depends on axioms: [propext, Classical.choice, Quot.sound]
#print axioms LandauDeGennes.coexistence
-- 'LandauDeGennes.coexistence' depends on axioms: [propext, Classical.choice, Quot.sound]
```
